# A Chebyshev filter of positive degree amplifies a state above its interval more than one below it exactly when the upper state lies farther from the interval

Write T_m for the Chebyshev polynomial of the first kind of degree m, and for real numbers a < b let g(x) = (2x − a − b)/(b − a), the increasing affine map that takes [a, b] to [−1, 1]. The filter of degree m on [a, b] multiplies an eigenvector of energy x by T_m(g(x)), and the file compares this factor at a wanted energy e < a with the factor at an energy L > b.

```lean
import Mathlib

open Filter

namespace ChebyshevFilterBound

noncomputable section

/-- The value at the real number `x` of the Chebyshev polynomial of the first kind of degree `n`. -/
def cheb (n : ℕ) (x : ℝ) : ℝ := (Polynomial.Chebyshev.T ℝ (n : ℤ)).eval x

/-- The affine map that takes the interval `[a, b]` to `[-1, 1]`, for `a < b`. -/
def scaled (a b x : ℝ) : ℝ := (2 * x - a - b) / (b - a)

/-- The three-term recurrence of the Chebyshev polynomials. -/
theorem cheb_add_two (n : ℕ) (x : ℝ) :
    cheb (n + 2) x = 2 * x * cheb (n + 1) x - cheb n x := by
  simp [cheb]

/-- Chebyshev polynomials have the parity of their degree. -/
theorem cheb_neg (x : ℝ) : ∀ n : ℕ, cheb n (-x) = (-1) ^ n * cheb n x
  | 0 => by simp [cheb]
  | 1 => by simp [cheb]
  | n + 2 => by
    rw [cheb_add_two, cheb_add_two, cheb_neg x (n + 1), cheb_neg x n]
    ring

/-- At a point `x ≥ 1` the Chebyshev values are at least one and do not decrease with the
degree. -/
theorem one_le_cheb {x : ℝ} (hx : 1 ≤ x) (n : ℕ) :
    1 ≤ cheb n x ∧ cheb n x ≤ cheb (n + 1) x := by
  induction n with
  | zero => simpa [cheb] using hx
  | succ n ih =>
    obtain ⟨h1, h2⟩ := ih
    refine ⟨h1.trans h2, ?_⟩
    have h := cheb_add_two n x
    change cheb (n + 1) x ≤ cheb (n + 2) x
    nlinarith [mul_nonneg (sub_nonneg.2 hx) (by linarith : (0 : ℝ) ≤ cheb (n + 1) x)]

/-- Every Chebyshev polynomial of degree at least one increases strictly on `[1, ∞)`. -/
theorem cheb_strictMonoOn {m : ℕ} (hm : 1 ≤ m) : StrictMonoOn (cheb m) (Set.Ici 1) := by
  intro x hx y _ hxy
  have hx1 : (1 : ℝ) ≤ x := hx
  -- the gap between the values at `y` and `x` widens with the degree
  have key : ∀ n : ℕ, 0 ≤ cheb n y - cheb n x ∧
      cheb n y - cheb n x < cheb (n + 1) y - cheb (n + 1) x := by
    intro n
    induction n with
    | zero => simpa [cheb] using hxy
    | succ n ih =>
      obtain ⟨h1, h2⟩ := ih
      refine ⟨h1.trans h2.le, ?_⟩
      have hX := cheb_add_two n x
      have hY := cheb_add_two n y
      have ht := (one_le_cheb hx1 (n + 1)).1
      change cheb (n + 1) y - cheb (n + 1) x < cheb (n + 2) y - cheb (n + 2) x
      have p1 := mul_nonneg (by linarith : (0 : ℝ) ≤ y - 1) (h1.trans h2.le)
      have p2 := mul_nonneg (sub_nonneg.2 hxy.le)
        (by linarith : (0 : ℝ) ≤ cheb (n + 1) x)
      nlinarith
  obtain ⟨n, rfl⟩ : ∃ n, m = n + 1 := ⟨m - 1, by omega⟩
  linarith [(key n).1, (key n).2]

/-- To the left of `-1` the magnitude of a Chebyshev polynomial is its value at the mirrored
point. -/
theorem abs_cheb_of_le_neg_one {x : ℝ} (hx : x ≤ -1) (m : ℕ) :
    |cheb m x| = cheb m (-x) := by
  have h1 := (one_le_cheb (by linarith : (1 : ℝ) ≤ -x) m).1
  have h2 : |cheb m (-x)| = |cheb m x| := by
    rw [cheb_neg, abs_mul, abs_pow, abs_neg, abs_one, one_pow, one_mul]
  rw [← h2, abs_of_pos (by linarith)]

/-- Let `e < a < b < L` and let the filter degree be at least one. The Chebyshev value at the scaled
`L` exceeds one, and it exceeds the magnitude of the value at the scaled `e` exactly when `L` lies
farther above `b` than `e` lies below `a`. -/
theorem top_outgrows_wanted_iff {e a b L : ℝ} (he : e < a) (hab : a < b) (hL : b < L)
    {m : ℕ} (hm : 1 ≤ m) :
    1 < cheb m (scaled a b L) ∧
      (|cheb m (scaled a b e)| < cheb m (scaled a b L) ↔ a - e < L - b) := by
  have hd : 0 < b - a := sub_pos.2 hab
  have hgL : 1 < scaled a b L := by
    unfold scaled
    rw [lt_div_iff₀ hd]
    linarith
  have hge : 1 < -scaled a b e := by
    unfold scaled
    rw [← neg_div, lt_div_iff₀ hd]
    linarith
  have hmono := cheb_strictMonoOn hm
  constructor
  · exact (one_le_cheb le_rfl m).1.trans_lt (hmono (Set.mem_Ici.2 le_rfl) hgL.le hgL)
  · -- both magnitudes are values on the increasing branch
    rw [abs_cheb_of_le_neg_one (by linarith) m,
      hmono.lt_iff_lt (Set.mem_Ici.2 hge.le) (Set.mem_Ici.2 hgL.le)]
    unfold scaled
    rw [← neg_div, div_lt_div_iff_of_pos_right hd]
    constructor <;> intro h <;> linarith

variable {V : Type*} [NormedAddCommGroup V] [NormedSpace ℝ V]

/-- The Hamiltonian shifted and scaled by the affine map of `[a, b]` to `[-1, 1]`, for `a < b`. -/
def scaledOp (H : Module.End ℝ V) (a b : ℝ) : Module.End ℝ V :=
  (b - a)⁻¹ • ((2 : ℝ) • H - (a + b) • (1 : Module.End ℝ V))

/-- The Chebyshev filter of a given degree, built by the three-term recurrence from the scaled
Hamiltonian, for `a < b`. -/
def chebFilter (H : Module.End ℝ V) (a b : ℝ) : ℕ → Module.End ℝ V
  | 0 => 1
  | 1 => scaledOp H a b
  | n + 2 => (2 : ℝ) • (scaledOp H a b * chebFilter H a b (n + 1)) - chebFilter H a b n

/-- The filter multiplies an eigenvector of energy `x` by the Chebyshev value at the scaled
energy. -/
theorem chebFilter_eigen {H : Module.End ℝ V} (a b : ℝ) {x : ℝ} {v : V} (hv : H v = x • v) :
    ∀ n : ℕ, chebFilter H a b n v = cheb n (scaled a b x) • v := by
  have hs : scaledOp H a b v = scaled a b x • v := by
    simp only [scaledOp, LinearMap.smul_apply, LinearMap.sub_apply, Module.End.one_apply, hv,
      scaled, div_eq_mul_inv]
    module
  -- carry two consecutive degrees through the induction
  have key : ∀ n : ℕ, chebFilter H a b n v = cheb n (scaled a b x) • v ∧
      chebFilter H a b (n + 1) v = cheb (n + 1) (scaled a b x) • v := by
    intro n
    induction n with
    | zero => constructor <;> simp [chebFilter, cheb, hs]
    | succ n ih =>
      refine ⟨ih.2, ?_⟩
      change chebFilter H a b (n + 2) v = cheb (n + 2) (scaled a b x) • v
      simp only [chebFilter, LinearMap.sub_apply, LinearMap.smul_apply, Module.End.mul_apply,
        ih.1, ih.2, map_smul, hs, cheb_add_two]
      module
  exact fun n => (key n).1

/-- Let `e < a < b < L`, let the degree be at least one, and let `u` and `w` be nonzero
eigenvectors of energies `e` and `L`. Under repeated filtering the norm of `w` relative to that
of `u` grows without bound exactly when `L - b > a - e`. -/
theorem repeated_filter_diverges_iff {H : Module.End ℝ V} {e a b L : ℝ} (he : e < a)
    (hab : a < b) (hL : b < L) {m : ℕ} (hm : 1 ≤ m) {u w : V} (hu0 : u ≠ 0) (hw0 : w ≠ 0)
    (hu : H u = e • u) (hw : H w = L • w) :
    Tendsto (fun k : ℕ => ‖(chebFilter H a b m ^ k) w‖ / ‖(chebFilter H a b m ^ k) u‖)
      atTop atTop ↔ a - e < L - b := by
  obtain ⟨hq1, hiff⟩ := top_outgrows_wanted_iff he hab hL hm
  have hq : 0 < cheb m (scaled a b L) := by linarith
  have hge : scaled a b e ≤ -1 := by
    unfold scaled
    rw [div_le_iff₀ (sub_pos.2 hab)]
    linarith
  have hp : 0 < |cheb m (scaled a b e)| := by
    rw [abs_cheb_of_le_neg_one hge m]
    linarith [(one_le_cheb (by linarith : (1 : ℝ) ≤ -scaled a b e) m).1]
  have hc : 0 < ‖w‖ / ‖u‖ := div_pos (norm_pos_iff.2 hw0) (norm_pos_iff.2 hu0)
  have hpow : ∀ (x : ℝ) (v : V), H v = x • v → ∀ k : ℕ,
      (chebFilter H a b m ^ k) v = cheb m (scaled a b x) ^ k • v := by
    intro x v hv k
    induction k with
    | zero => simp
    | succ k ih =>
      rw [pow_succ', Module.End.mul_apply, ih, map_smul, chebFilter_eigen a b hv m, smul_smul,
        pow_succ]
  -- the ratio of norms is a geometric sequence
  have hfun : (fun k : ℕ => ‖(chebFilter H a b m ^ k) w‖ / ‖(chebFilter H a b m ^ k) u‖) =
      fun k : ℕ => ‖w‖ / ‖u‖ *
        (cheb m (scaled a b L) / |cheb m (scaled a b e)|) ^ k := by
    funext k
    rw [hpow L w hw k, hpow e u hu k]
    simp only [norm_smul, norm_pow, Real.norm_eq_abs]
    rw [abs_of_pos hq, mul_div_mul_comm, ← div_pow, mul_comm]
  rw [hfun, ← hiff]
  constructor
  · intro h
    by_contra hn
    have hle := (div_le_one hp).2 (not_lt.1 hn)
    obtain ⟨k, hk⟩ := (h.eventually_gt_atTop (‖w‖ / ‖u‖)).exists
    have h1 := pow_le_one₀ (n := k) (div_pos hq hp).le hle
    have h2 := mul_le_mul_of_nonneg_left h1 hc.le
    linarith
  · intro h
    exact (tendsto_pow_atTop_atTop_of_one_lt ((one_lt_div hp).2 h)).const_mul_atTop hc

/-- The diagonal operator with entries `-1` and `3` on the plane has the two coordinate vectors
as eigenvectors of energies `-1` and `3`. -/
theorem repeated_filter_witness :
    let H : Module.End ℝ (ℝ × ℝ) :=
      LinearMap.prodMap ((-1 : ℝ) • LinearMap.id) ((3 : ℝ) • LinearMap.id)
    H (1, 0) = (-1 : ℝ) • ((1, 0) : ℝ × ℝ) ∧ H (0, 1) = (3 : ℝ) • ((0, 1) : ℝ × ℝ) := by
  intro H
  constructor <;> apply Prod.ext <;> simp [H]

end

end ChebyshevFilterBound
```

```lean
#print axioms ChebyshevFilterBound.top_outgrows_wanted_iff
#print axioms ChebyshevFilterBound.repeated_filter_diverges_iff
```

```
'ChebyshevFilterBound.top_outgrows_wanted_iff' depends on axioms: [propext, Classical.choice, Quot.sound]
'ChebyshevFilterBound.repeated_filter_diverges_iff' depends on axioms: [propext, Classical.choice, Quot.sound]
```

## The two comparisons in words

In the file `cheb m x` is T_m(x), taken from Mathlib's Chebyshev polynomials, and `scaled a b x` is g(x). The theorem `top_outgrows_wanted_iff` assumes e < a < b < L and m ≥ 1. It states that T_m(g(L)) > 1, and that

|T_m(g(e))| < T_m(g(L)) if and only if a − e < L − b.

The degree does not appear in the condition, so raising it never changes which of the two states is amplified more.

The second theorem, `repeated_filter_diverges_iff`, concerns vectors. The Hamiltonian H is a linear operator on a real normed space V, written `Module.End ℝ V`. The vectors u and w are nonzero, with H u = e u and H w = L w. Write F_m for the filter `chebFilter H a b m`. The ratio

‖F_m^k w‖ / ‖F_m^k u‖

tends to infinity with the number of sweeps k if and only if a − e < L − b. In Lean, `Tendsto … atTop atTop` expresses this divergence.

Finally, `repeated_filter_witness` gives a concrete operator with the required eigenvectors: the diagonal operator on the plane with entries −1 and 3. With a = 0 and b = 1, for instance, g(3) = 5 and g(−1) = −3. At degree 2 the factors are 49 and 17, and the upper state wins, in line with L − b = 2 > a − e = 1.

## An upper bound that is too low

In Chebyshev-filtered subspace iteration, [a, b] is meant to cover the unwanted part of the spectrum, where |T_m(g(x))| ≤ 1, while the wanted states lie below a and are amplified. The number b should therefore bound the spectrum from above. If its estimate is too low, some state at L > b is amplified as well. For a fixed linear Hamiltonian and a fixed interval, as in a simplified model of an electronic-structure calculation, the theorems say when the amplification of this unwanted state overtakes that of a given wanted one. Among several wanted states, the one closest to a is the first to be overtaken as L rises.

The space may have any finite dimension from two upwards, or infinite dimension, and H need not be self-adjoint. Dimensions zero and one are excluded because u and w, as nonzero eigenvectors with different energies, are linearly independent. A complex space is included by regarding it as a real one, with the energies still real. H must be defined on all of V, so an unbounded Hamiltonian given only on a domain does not fit directly. The model has no rounding errors, no orthonormalisation or Rayleigh–Ritz step between sweeps, and no self-consistent update of H. It follows two eigenvectors separately and does not describe the convergence of a whole subspace.

## Growth of the polynomials outside [−1, 1]

Everything rests on the recurrence, `cheb_add_two`:

T_0(x) = 1, T_1(x) = x, T_{n+2}(x) = 2x T_{n+1}(x) − T_n(x).

It gives the parity rule T_n(−x) = (−1)^n T_n(x) by induction, since

T_{n+2}(−x) = −2x (−1)^{n+1} T_{n+1}(x) − (−1)^n T_n(x) = (−1)^{n+2} T_{n+2}(x).

This is `cheb_neg`, where `ring` does the sign bookkeeping.

Next, let x ≥ 1. Then 1 ≤ T_n(x) ≤ T_{n+1}(x) for every n. The case n = 0 reads 1 ≤ 1 ≤ x, and the induction step follows from

T_{n+2}(x) − T_{n+1}(x) = 2(x − 1) T_{n+1}(x) + [T_{n+1}(x) − T_n(x)] ≥ 0.

In `one_le_cheb`, the product (x − 1) T_{n+1}(x) is supplied as a nonnegative term, and `nlinarith` combines it with the recurrence.

For strict growth in x, take 1 ≤ x < y and set D_n = T_n(y) − T_n(x). Then D_0 = 0 and D_1 = y − x > 0. Subtracting the recurrences at y and x gives

D_{n+2} − D_{n+1} = 2(y − 1) D_{n+1} + 2(y − x) T_{n+1}(x) + (D_{n+1} − D_n).

If D_n ≥ 0 and D_{n+1} > D_n, the first two terms on the right are nonnegative and the last is positive. Hence D_{n+2} > D_{n+1}, and by induction D_m > 0 for every m ≥ 1. The statement `key` inside `cheb_strictMonoOn` carries exactly this pair of inequalities, and `p1` and `p2` are the two nonnegative products.

## Reflecting the wanted energy

The scaled energies are

g(L) = 1 + 2(L − b)/(b − a),

−g(e) = 1 + 2(a − e)/(b − a).

Both exceed 1; these are `hgL` and `hge` in the proof of `top_outgrows_wanted_iff`. Strict growth gives T_m(g(L)) > T_m(1) ≥ 1, which is the first claim.

For the second, parity gives |T_m(g(e))| = |T_m(−g(e))|, and the value on the right is positive because −g(e) > 1. So |T_m(g(e))| = T_m(−g(e)), which is `abs_cheb_of_le_neg_one`. Both amplification factors are now values of T_m on [1, ∞), where it increases strictly. Therefore

T_m(−g(e)) < T_m(g(L)) ⇔ −g(e) < g(L) ⇔ a − e < L − b.

The first equivalence is `hmono.lt_iff_lt`. The second comes from cancelling the positive denominator b − a, after which `linarith` finishes each direction.

## From one filter step to many sweeps

The shifted and scaled Hamiltonian, `scaledOp`, is

S = (2H − (a + b)·1)/(b − a),

and the filter follows the same recurrence as the polynomials:

F_0 = 1, F_1 = S, F_{n+2} = 2 S F_{n+1} − F_n.

If H v = x v, then S v = g(x) v. Suppose that F_n v = T_n(g(x)) v and F_{n+1} v = T_{n+1}(g(x)) v. Then

F_{n+2} v = [2 g(x) T_{n+1}(g(x)) − T_n(g(x))] v = T_{n+2}(g(x)) v.

The lemma `chebFilter_eigen` carries two consecutive degrees through the induction for this reason, and `module` collects the coefficients of v.

Applying the filter k times multiplies v by the k-th power of its factor, which is `hpow` in the last proof. Taking norms gives `hfun`:

‖F_m^k w‖ / ‖F_m^k u‖ = (‖w‖/‖u‖) r^k, with r = T_m(g(L)) / |T_m(g(e))|.

The denominators are nonzero because u ≠ 0 and |T_m(g(e))| ≥ 1. If r > 1, the powers r^k diverge, and so does their product with the positive constant ‖w‖/‖u‖. If r ≤ 1, the ratio never exceeds its initial value ‖w‖/‖u‖, whereas a divergent sequence would have to exceed it at some k; this is the contradiction reached after `by_contra`. Since r > 1 is the comparison already settled, divergence is equivalent to a − e < L − b.

The same formula shows that the ratio stays constant when L − b = a − e and decays to zero when L − b < a − e, although the theorem itself records only whether it diverges.
